# Taylor's inversion: orbital amplitudes of a low-spin d5 doublet from its signed g values

The g values of a Kramers doublet can be introduced through an operator or through a formula. Here they are defined by a formula, as three polynomials in the orbital amplitudes, and a separate theorem shows that these polynomials describe the operator L + 2S within the doublet. The inversion is then pure algebra over the real numbers. Defining g_k as minus the trace of σ_k times the restricted moment would give the same numbers, but the proof of the inversion would then rest on the matrix calculation as well.

The model is a single hole in the t2g shell, treated as one particle with three orbitals and two spin states. The real amplitudes a, b, c belong to yz, xz and xy, and the signed g values along the axes are x, y, z. In indexed form these are v₀, v₁, v₂ and g₀, g₁, g₂, and both triples have the Lean type `Fin 3 → ℝ`.

```lean
import Mathlib

open Matrix
open scoped Kronecker

namespace TaylorInversion

noncomputable section
```

## The doublet and its magnetic moment

The spin is described by the Pauli matrices σ₀, σ₁, σ₂, for the axes x, y, z. The spin operator is S_k = σ_k/2, so 2S_k = σ_k.

```lean
/-- The three Pauli matrices, indexed by the axes x, y, z. -/
def pauli : Fin 3 → Matrix (Fin 2) (Fin 2) ℂ :=
  ![!![0, 1; 1, 0], !![0, -Complex.I; Complex.I, 0], !![1, 0; 0, -1]]
```

Acting with L_z = −i(x∂_y − y∂_x) on the function yz gives −i xz. The other elements follow in the same way, and in the basis yz, xz, xy

(L_k)_ij = i ε_kij,

where ε is the antisymmetric symbol with ε₀₁₂ = 1. This is the opposite sign to that of p orbitals in the basis x, y, z. Angular momentum is in units of ħ, and matrix elements to the eg orbitals are left out.

```lean
/-- The orbital angular momentum within the t2g shell, in the basis yz, xz, xy. -/
def orbitalL : Fin 3 → Matrix (Fin 3) (Fin 3) ℂ :=
  ![!![0, 0, 0; 0, 0, Complex.I; 0, -Complex.I, 0],
    !![0, 0, -Complex.I; 0, 0, 0; Complex.I, 0, 0],
    !![0, Complex.I, 0; -Complex.I, 0, 0; 0, 0, 0]]
```

The moment operator acts on the six spin-orbitals. Its orbital part leaves the spin alone and its spin part leaves the orbital alone, which the Kronecker products express:

M_k = L_k ⊗ 1 + 1 ⊗ σ_k.

The factor 2 for the spin stands for the free-electron g value without its small correction. The factor 1 in front of L means that there is no orbital reduction by covalency.

```lean
/-- The operator `L + 2S` along axis `k` on the six t2g spin-orbitals. -/
def moment (k : Fin 3) : Matrix (Fin 3 × Fin 2) (Fin 3 × Fin 2) ℂ :=
  orbitalL k ⊗ₖ (1 : Matrix (Fin 2) (Fin 2) ℂ) + (1 : Matrix (Fin 3) (Fin 3) ℂ) ⊗ₖ pauli k
```

The two states of the doublet, labelled by t = ↑, ↓, are

|t⟩ = Σ_j v_j |j⟩ ⊗ σ_j|t⟩.

For t = ↓ this is a|yz,↑⟩ − i b|xz,↑⟩ − c|xy,↓⟩. Such a state mixes the three orbitals as spin-orbit coupling does when the ligand field is diagonal in yz, xz, xy. The form of the state is assumed here and not derived from a Hamiltonian. In Lean the two states are the columns of a 6 × 2 matrix D, whose rows are labelled by pairs of orbital and spin.

```lean
/-- The Kramers doublet with real amplitudes `v` on yz, xz, xy; its two columns are the
two states, in which orbital `j` carries the spin turned by the Pauli matrix `j`. -/
def doublet (v : Fin 3 → ℝ) : Matrix (Fin 3 × Fin 2) (Fin 2) ℂ :=
  Matrix.of fun p t => (v p.1 : ℂ) * pauli p.1 p.2 t
```

With s = v₀ + v₁ + v₂, the g values are

g_k = 2((s − v_k)² − v_k²).

For k = 0 this is x = 2((b + c)² − a²), and the other two follow by exchanging the roles of the amplitudes.

```lean
/-- The g values of the doublet: twice the squared sum of the other two amplitudes
minus twice the square of the amplitude itself. -/
def gValue (v : Fin 3 → ℝ) (k : Fin 3) : ℝ :=
  2 * (((∑ j, v j) - v k) ^ 2 - v k ^ 2)
```

Taylor's formula goes in the other direction. With G = g₀ + g₁ + g₂, it assigns to the g values the amplitudes

t_k = (G − g_k)/√(8G).

For k = 0 this is (y + z)/√(8(x + y + z)).

```lean
/-- Taylor's amplitudes: the sum of the other two g values over the square root of
eight times the sum of all three. -/
def taylor (g : Fin 3 → ℝ) (k : Fin 3) : ℝ :=
  ((∑ j, g j) - g k) / √(8 * ∑ j, g j)
```

Overlaps within the doublet are the entries of D†D. Each Pauli matrix is Hermitian and squares to 1, so

D†D = Σ_j v_j² σ_j σ_j = (a² + b² + c²) · 1.

The two states are orthogonal, and they are normalised when a² + b² + c² = 1. The proof goes through the four matrix entries, expands the sums and simplifies with i² = −1.

```lean
/-- The two states of the doublet are orthogonal, and each has squared norm equal to the sum of the
squared amplitudes. -/
theorem doublet_gram (v : Fin 3 → ℝ) :
    (doublet v)ᴴ * doublet v = ((∑ j, v j ^ 2 : ℝ) : ℂ) • (1 : Matrix (Fin 2) (Fin 2) ℂ) := by
  ext s t
  fin_cases s <;> fin_cases t <;>
    simp [doublet, pauli, Matrix.mul_apply, Fintype.sum_prod_type, Fin.sum_univ_three,
      Fin.sum_univ_two]
  all_goals (try ring_nf)
  all_goals (try simp only [Complex.I_sq])
  all_goals (try ring)
```

For the moment, let k, l, m be a cyclic order of the axes. The orbital part gives

Σ_ij v_i v_j (L_k)_ij σ_i σ_j = i v_l v_m (σ_l σ_m − σ_m σ_l) = −2 v_l v_m σ_k,

because the commutator is 2iσ_k. In the spin part, σ_j σ_k σ_j is σ_k for j = k and −σ_k otherwise, so

Σ_j v_j² σ_j σ_k σ_j = (v_k² − v_l² − v_m²) σ_k.

The sum of the two is

D†M_k D = (v_k² − (v_l + v_m)²) σ_k = −(g_k/2) σ_k.

The minus sign is common to all three axes and is a convention of the formula for g_k. An effective Zeeman term written with +g_k σ_k/2 would have all three signs reversed. For amplitudes that are not normalised, the g values of the normalised doublet are g_k/(a² + b² + c²).

Lean checks this identity entry by entry, four entries for each of three axes. The auxiliary equation `I3`, i³ = −i, serves to reduce the products that contain three imaginary units.

```lean
/-- Within the doublet, `L + 2S` along each axis is minus half the g value times the
Pauli matrix of that axis. -/
theorem moment_in_doublet (v : Fin 3 → ℝ) (k : Fin 3) :
    (doublet v)ᴴ * moment k * doublet v = ((-(gValue v k) / 2 : ℝ) : ℂ) • pauli k := by
  have I3 : Complex.I ^ 3 = -Complex.I := by rw [pow_succ, Complex.I_sq]; ring

  ext s t
  fin_cases k <;> fin_cases s <;> fin_cases t <;>
    simp [doublet, moment, orbitalL, pauli, gValue, Matrix.mul_apply, Matrix.one_apply,
      Fintype.sum_prod_type, Fin.sum_univ_three, Fin.sum_univ_two]
  all_goals (try ring_nf)
  all_goals (try simp only [Complex.I_sq, I3])
  all_goals (try ring)
```

## From g values to amplitudes

Expanding the square gives g_k = 2s² − 4s v_k. Summed over the three axes, this is

G = 6s² − 4s² = 2s².

```lean
/-- The three g values add up to twice the squared sum of the amplitudes. -/
theorem sum_gValue (v : Fin 3 → ℝ) : ∑ j, gValue v j = 2 * (∑ j, v j) ^ 2 := by
  simp only [gValue, Fin.sum_univ_three]
  ring
```

Subtracting one g value from the sum isolates one amplitude:

G − g_k = 4s v_k.

If s > 0, the square root in Taylor's formula is √(8G) = √(16s²) = 4s, and therefore

(G − g_k)/√(8G) = 4s v_k/(4s) = v_k.

Normalisation is not used. The condition s > 0 fixes the overall sign of the amplitudes, which is a phase of the states without physical meaning. It also excludes s = 0, where all three g values vanish and show only that the amplitudes add up to zero.

In the proof, `hr` is the evaluation of the square root. `div_eq_iff` then multiplies out the denominator 4s, and `ring` confirms the remaining polynomial identity.

```lean
/-- **Taylor's inversion.** If the amplitudes have a positive sum, Taylor's formula
recovers them from the g values. -/
theorem taylor_inversion (v : Fin 3 → ℝ) (hv : 0 < ∑ j, v j) : taylor (gValue v) = v := by
  -- the square root is four times the sum of the amplitudes
  have hr : √(8 * ∑ j, gValue v j) = 4 * ∑ j, v j := by
    rw [sum_gValue, show 8 * (2 * (∑ j, v j) ^ 2) = (4 * ∑ j, v j) ^ 2 by ring]
    exact Real.sqrt_sq (by linarith)
  have h4 : 0 < 4 * ∑ j, v j := by linarith
  funext k
  unfold taylor
  rw [hr, sum_gValue, div_eq_iff h4.ne']
  unfold gValue
  ring
```

## From amplitudes back to g values

Now let g₀, g₁, g₂ be any three real numbers with G > 0, and let t_k be their Taylor amplitudes. Their sum is

t₀ + t₁ + t₂ = (3G − G)/√(8G) = 2G/√(8G).

```lean
/-- The sum of Taylor's amplitudes in terms of the sum of the g values. -/
theorem sum_taylor (g : Fin 3 → ℝ) :
    ∑ j, taylor g j = 2 * (∑ j, g j) / √(8 * ∑ j, g j) := by
  simp only [taylor, Fin.sum_univ_three]
  ring
```

The sum of the other two amplitudes is therefore (G + g_k)/√(8G), and the g values that belong to t are

2((G + g_k)² − (G − g_k)²)/(8G) = 8G g_k/(8G) = g_k.

Every triple with positive sum is thus reproduced by its Taylor amplitudes, though these need not be normalised. The `calc` block follows the same line: it first collects the square root into its square, then replaces that square by 8G and cancels.

```lean
/-- Any three numbers with a positive sum are the g values belonging to their
Taylor amplitudes. -/
theorem gValue_taylor (g : Fin 3 → ℝ) (hg : 0 < ∑ j, g j) : gValue (taylor g) = g := by
  have h2 : √(8 * ∑ j, g j) ^ 2 = 8 * ∑ j, g j := Real.sq_sqrt (by linarith)
  have h8 : 0 < 8 * ∑ j, g j := by linarith
  funext k
  unfold gValue
  rw [sum_taylor]
  unfold taylor
  -- the difference of squares factorises, and the square root appears only squared
  calc _ = g k * (8 * ∑ j, g j) / √(8 * ∑ j, g j) ^ 2 := by ring
    _ = g k := by rw [h2]; exact mul_div_cancel_right₀ _ h8.ne'
```

The squared norm of the Taylor amplitudes shows which triples belong to a normalised doublet. Write

Q = g₀² + g₁² + g₂² + g₀g₁ + g₁g₂ + g₂g₀.

Since Σ_k (G − g_k)² = G² + Σ_k g_k² = 2Q,

t₀² + t₁² + t₂² = 2Q/(8G) = Q/(4G).

The Lean proof has the same two stages, first the algebra over the squared root and then the cancellation of the factor 2.

```lean
/-- The squared norm of Taylor's amplitudes as a function of the g values. -/
theorem taylor_norm (g : Fin 3 → ℝ) (hg : 0 < ∑ j, g j) :
    ∑ j, taylor g j ^ 2 =
      (g 0 ^ 2 + g 1 ^ 2 + g 2 ^ 2 + g 0 * g 1 + g 1 * g 2 + g 2 * g 0) / (4 * ∑ j, g j) := by
  have h2 : √(8 * ∑ j, g j) ^ 2 = 8 * ∑ j, g j := Real.sq_sqrt (by linarith)
  calc ∑ j, taylor g j ^ 2
      = (2 * (g 0 ^ 2 + g 1 ^ 2 + g 2 ^ 2 + g 0 * g 1 + g 1 * g 2 + g 2 * g 0)) /
          √(8 * ∑ j, g j) ^ 2 := by
        simp only [taylor, Fin.sum_univ_three]
        ring
    _ = _ := by
        rw [h2, show 8 * ∑ j, g j = 2 * (4 * ∑ j, g j) by ring,
          mul_div_mul_left _ _ two_ne_zero]
```

## The condition on the g values of a normalised doublet

The norm is 1 exactly when Q = 4G, which in the original letters is

x² + y² + z² + xy + yz + zx = 4(x + y + z).

The next theorem joins this to the inversion. On one side, v is normalised, has positive sum and has the g values g. On the other, G > 0, Q = 4G and v is given by Taylor's formula. The two sides are equivalent.

From left to right, G = 2s² is positive, and the inversion gives v = t. The norm formula applied to v then reads 1 = Q/(4G), which is the quadratic relation. From right to left, the norm formula gives norm 1, the sum 2G/√(8G) is positive, and the g values are reproduced by the previous section's calculation.

```lean
/-- Normalised amplitudes `v` with positive sum have the g values `g` exactly when `g` has
positive sum, satisfies the quadratic relation, and `v` is given by Taylor's formula. -/
theorem normalised_doublet_iff (v g : Fin 3 → ℝ) :
    (∑ j, v j ^ 2 = 1 ∧ 0 < ∑ j, v j ∧ gValue v = g) ↔
      (0 < ∑ j, g j ∧
        g 0 ^ 2 + g 1 ^ 2 + g 2 ^ 2 + g 0 * g 1 + g 1 * g 2 + g 2 * g 0 = 4 * ∑ j, g j ∧
        v = taylor g) := by
  constructor
  · rintro ⟨hn, hs, rfl⟩
    have hS : 0 < ∑ j, gValue v j := by
      rw [sum_gValue]
      have := pow_pos hs 2
      linarith
    have h4 : 0 < 4 * ∑ j, gValue v j := by linarith
    -- the norm formula, read for the recovered amplitudes, is the quadratic relation
    have hN := taylor_norm _ hS
    rw [taylor_inversion v hs, hn, eq_div_iff h4.ne'] at hN
    exact ⟨hS, by linarith, (taylor_inversion v hs).symm⟩
  · rintro ⟨hS, hQ, rfl⟩
    have h4 : 0 < 4 * ∑ j, g j := by linarith
    refine ⟨?_, ?_, gValue_taylor g hS⟩
    · rw [taylor_norm g hS, hQ]
      exact div_self h4.ne'
    · rw [sum_taylor]
      exact div_pos (by linarith) (Real.sqrt_pos.mpr (by linarith))
```

In this one-hole model without orbital reduction, the theorem turns three EPR g values into the orbital composition a², b², c² of the hole, and the quadratic relation tests whether the model can fit them. Both uses take the signs in the convention of `moment_in_doublet`, since a rotation of the basis of the doublet can reverse two of the signs together.

The signs matter, but the positions of EPR lines usually give only the magnitudes |g_k|. Suppose that the hole is entirely in xy, so that v = (0, 0, 1). The formula gives g = (2, 2, −2), for which G = 2 and Q = 8, as required. Someone who enters the magnitudes (2, 2, 2) obtains a = b = c = 1/√3, an equal mixture of all three orbitals. The quadratic relation gives no warning, since Q = 24 = 4G holds for these numbers too. The assignment of the g values to the axes is likewise an input to the formula.

## Uniqueness up to an overall sign

Each g_k is quadratic in the amplitudes, so v and −v have the same g values.

```lean
/-- Reversing the sign of all amplitudes leaves the g values unchanged. -/
theorem gValue_neg (v : Fin 3 → ℝ) : gValue (-v) = gValue v := by
  funext k
  simp only [gValue, Pi.neg_apply, Finset.sum_neg_distrib]
  ring
```

There is no further ambiguity if the signed g values come from amplitudes v with positive sum. Let w be any amplitudes with the same g values. The sum rule G = 2s² gives

(w₀ + w₁ + w₂)² = (v₀ + v₁ + v₂)²,

so the two sums are equal or opposite. If they are equal, w also has a positive sum, and Taylor's formula recovers both w and v from the same g values, hence w = v. If they are opposite, the same argument applies to −w and gives w = −v. The two branches after `rcases` are these two cases. Neither v nor w has to be normalised.

```lean
/-- Amplitudes `w` share the g values of amplitudes `v` with positive sum exactly when
`w` equals `v` up to an overall sign. -/
theorem gValue_eq_iff (v w : Fin 3 → ℝ) (hv : 0 < ∑ j, v j) :
    gValue w = gValue v ↔ w = v ∨ w = -v := by
  constructor
  · intro h
    have hsq : (∑ j, w j) ^ 2 = (∑ j, v j) ^ 2 := by
      have h1 := sum_gValue w
      rw [h, sum_gValue] at h1
      linarith
    rcases sq_eq_sq_iff_eq_or_eq_neg.mp hsq with e | e
    · left
      have hw : 0 < ∑ j, w j := by rw [e]; exact hv
      exact (taylor_inversion w hw).symm.trans (by rw [h, taylor_inversion v hv])
    · right
      have hw : 0 < ∑ j, (-w) j := by
        simp only [Pi.neg_apply, Finset.sum_neg_distrib]
        linarith
      have hneg : -w = v :=
        (taylor_inversion (-w) hw).symm.trans (by rw [gValue_neg, h, taylor_inversion v hv])
      rw [← hneg, neg_neg]
  · rintro (h | h)
    · rw [h]
    · rw [h, gValue_neg]

end

end TaylorInversion
```

```lean
#print axioms TaylorInversion.moment_in_doublet
#print axioms TaylorInversion.taylor_inversion
#print axioms TaylorInversion.normalised_doublet_iff
#print axioms TaylorInversion.gValue_eq_iff
```

```
'TaylorInversion.moment_in_doublet' depends on axioms: [propext, Classical.choice, Quot.sound]
'TaylorInversion.taylor_inversion' depends on axioms: [propext, Classical.choice, Quot.sound]
'TaylorInversion.normalised_doublet_iff' depends on axioms: [propext, Classical.choice, Quot.sound]
'TaylorInversion.gValue_eq_iff' depends on axioms: [propext, Classical.choice, Quot.sound]
```
